# Bounded harmonic potentials on the lattice $\mathbb Z^d$ are constant

Discretise the one-dimensional Poisson equation with nearest-neighbour differences on an infinite line of equally spaced sites. If no site carries charge, the potential $f$ at each site is the mean of its values at the two neighbours. Then $f(x+1)-f(x)=f(x)-f(x-1)$, and every step rises by the same amount. If $f(0)=0$ and $f(1)=0.5$, then $f(21)=10.5$, so a potential confined to $|f|\le 10$ cannot contain this step.

In higher dimensions the rise may vary from step to step. The problem is to find which bounded potentials a charge-free infinite lattice can carry. The argument shows that a step close to the largest possible rise is followed by others nearly as large.

```lean
import Mathlib

open Finset

namespace DiscreteLiouville

variable {d : ℕ}
```

A site is an element of $\mathbb Z^d$, in Lean `Fin d → ℤ`, with axes numbered $0,\dots,d-1$. The unit vector along axis $i$ is $e_i$, written `e i`; it is not a charge.

```lean
/-- The unit lattice vector along axis `i` of the lattice `ℤ^d`. -/
def e (i : Fin d) : Fin d → ℤ := Pi.single i 1
```

For a real potential $f$, define
$$Lf(x)=\sum_i\,[f(x+e_i)+f(x-e_i)-2f(x)],$$
written `lap f x`. At grid spacing $h$, $Lf/h^2$ approximates the continuum Laplacian, so $Lf=0$ stands for zero charge. The limit $h\to0$ is not treated. "Harmonic" means $Lf(x)=0$ at every site.

```lean
/-- The lattice Laplacian: the sum over all axes of the second difference of the potential `f`
at the site `x`. -/
def lap (f : (Fin d → ℤ) → ℝ) (x : Fin d → ℤ) : ℝ :=
  ∑ i, (f (x + e i) + f (x - e i) - 2 * f x)
```

## (a) Zero Laplacian as a neighbour average

For $d\ge1$, show that
$$Lf(x)=0\iff f(x)=\frac1{2d}\sum_i[f(x+e_i)+f(x-e_i)].$$

**Solution.** The terms $-2f(x)$ add up to $-2d\,f(x)$, so $Lf(x)=0$ says that the neighbour sum equals $2d\,f(x)$. Divide by $2d$, which is nonzero by `hd`. Only this part needs $d\ge1$; for $d=0$ the lattice is a single site.

```lean
/-- In dimension `d ≥ 1` the lattice Laplacian vanishes at a site exactly when the potential
there is the average over the `2d` nearest neighbours. -/
theorem lap_eq_zero_iff_average (hd : 1 ≤ d) (f : (Fin d → ℤ) → ℝ) (x : Fin d → ℤ) :
    lap f x = 0 ↔ f x = (∑ i, (f (x + e i) + f (x - e i))) / (2 * d) := by
  have hd' : (0 : ℝ) < d := by exact_mod_cast hd
  have h0 : (2 * d : ℝ) ≠ 0 := by positivity
  unfold lap
  rw [Finset.sum_sub_distrib, eq_div_iff h0]
  simp only [Finset.sum_const, Finset.card_univ, Fintype.card_fin, nsmul_eq_mul]
  constructor <;> intro h <;> linarith
```

## (b) Differences of potentials

Show that $L(f-g)(x)=Lf(x)-Lg(x)$.

**Solution.** The term for axis $j$ is
$$(f-g)(x+e_j)+(f-g)(x-e_j)-2(f-g)(x).$$
Collect the $f$ and $g$ parts, then sum over $j$.

```lean
/-- The Laplacian of a difference of two potentials is the difference of their Laplacians. -/
theorem lap_sub (f g : (Fin d → ℤ) → ℝ) (x : Fin d → ℤ) :
    lap (fun y => f y - g y) x = lap f x - lap g x := by
  unfold lap
  rw [← Finset.sum_sub_distrib]
  exact Finset.sum_congr rfl fun j _ => by ring
```

## (c) Translations

With $f_a(y)=f(y+a)$, show that $Lf_a(x)=Lf(x+a)$.

**Solution.** Since $(x\pm e_j)+a=(x+a)\pm e_j$, the two sums agree term by term.

```lean
/-- The Laplacian commutes with lattice translations. -/
theorem lap_translate (f : (Fin d → ℤ) → ℝ) (a x : Fin d → ℤ) :
    lap (fun y => f (y + a)) x = lap f (x + a) := by
  unfold lap
  refine Finset.sum_congr rfl fun j _ => ?_
  have h1 : x + e j + a = x + a + e j := by abel
  have h2 : x - e j + a = x + a - e j := by abel
  simp only [h1, h2]
```

## (d) Growth of the deficit in one step

Let $g\le M$ everywhere and $Lg(x)=0$. Show that
$$M-g(x+e_i)\le 2d\,(M-g(x)).$$

**Solution.** Summing the deficits over all neighbours gives
$$\sum_j[(M-g(x+e_j))+(M-g(x-e_j))]=2d(M-g(x))-Lg(x)=2d(M-g(x)).$$
No deficit is negative, so each is at most the sum. In Lean, `hs` is this identity, `h1` selects the pair on axis $i$, and `h2` discards its backward member.

For $d=2$, $M=1$ and $g(x)=0.99$, the deficit $0.01$ becomes at most $0.04$, so $g(x+e_i)\ge0.96$.

```lean
/-- If `g` is harmonic at `x` and nowhere exceeds `M`, its deficit below `M` grows by at most a
factor `2d` on going from `x` one step forward along any axis. -/
theorem deficit_step {g : (Fin d → ℤ) → ℝ} {M : ℝ} (hM : ∀ y, g y ≤ M)
    {x : Fin d → ℤ} (hg : lap g x = 0) (i : Fin d) :
    M - g (x + e i) ≤ 2 * d * (M - g x) := by
  have hs : ∑ j, ((M - g (x + e j)) + (M - g (x - e j)))
      = ∑ _j : Fin d, 2 * (M - g x) - lap g x := by
    unfold lap
    rw [← Finset.sum_sub_distrib]
    exact Finset.sum_congr rfl fun j _ => by ring
  rw [hg] at hs
  simp only [Finset.sum_const, Finset.card_univ, Fintype.card_fin, nsmul_eq_mul] at hs
  -- one non-negative term is at most the whole sum
  have h1 := Finset.single_le_sum
    (f := fun j => (M - g (x + e j)) + (M - g (x - e j)))
    (fun j _ => add_nonneg (sub_nonneg.mpr (hM _)) (sub_nonneg.mpr (hM _)))
    (Finset.mem_univ i)
  have h2 := hM (x - e i)
  linarith
```

## (e) One more step of a walk

Show that $x+(k+1)e_i=(x+k e_i)+e_i$.

**Solution.** Expand $(k+1)e_i=ke_i+e_i$ in each component.

```lean
private lemma walk_succ (x : Fin d → ℤ) (i : Fin d) (k : ℕ) :
    x + ((k + 1 : ℕ) : ℤ) • e i = x + (k : ℤ) • e i + e i := by
  ext j
  simp only [Pi.add_apply, Pi.smul_apply, smul_eq_mul]
  push_cast
  ring
```

## (f) The rise along a walk

Let $f$ be harmonic and $g(y)=f(y+e_i)-f(y)\le M$ for all $y$. With $S_n=\sum_{k=0}^{n-1}(2d)^k$, show that
$$f(x+ne_i)-f(x)\ge nM-S_n\,(M-g(x)).$$

**Solution.** By (b) and (c), $g$ is harmonic. Applying (d) repeatedly gives
$$M-g(x+ke_i)\le(2d)^k(M-g(x)),$$
which is `hk`. The rises telescope:
$$f(x+ne_i)-f(x)=\sum_{k=0}^{n-1}g(x+ke_i)\ge nM-S_n(M-g(x)).$$
The second induction in Lean carries out this sum.

With the numbers of (d), three steps raise $f$ by at least $3-(1+4+16)\cdot0.01=2.79$.

```lean
/-- If no forward step along axis `i` raises the harmonic potential `f` by more than `M`, then `n`
forward steps from `x` along that axis raise it by at least `n M`, less the sum of `(2d)^k` over
`k < n` times the amount by which the rise of the first step falls short of `M`. -/
theorem walk_lower_bound {f : (Fin d → ℤ) → ℝ} (hf : ∀ x, lap f x = 0) {M : ℝ} (i : Fin d)
    (hM : ∀ y, f (y + e i) - f y ≤ M) (x : Fin d → ℤ) (n : ℕ) :
    n * M - (∑ k ∈ range n, (2 * d : ℝ) ^ k) * (M - (f (x + e i) - f x))
      ≤ f (x + (n : ℤ) • e i) - f x := by
  have hg : ∀ y, lap (fun z => f (z + e i) - f z) y = 0 := fun y => by
    rw [lap_sub (fun z => f (z + e i)) f, lap_translate, hf, hf, sub_zero]
  -- the deficit after `k` steps
  have hk : ∀ k : ℕ, M - (f (x + (k : ℤ) • e i + e i) - f (x + (k : ℤ) • e i))
      ≤ (2 * d : ℝ) ^ k * (M - (f (x + e i) - f x)) := by
    intro k
    induction k with
    | zero => simp
    | succ k ih =>
      rw [walk_succ]
      have h1 := deficit_step (g := fun z => f (z + e i) - f z) hM (hg (x + (k : ℤ) • e i)) i
      have h2 := mul_le_mul_of_nonneg_left ih (show (0 : ℝ) ≤ 2 * d by positivity)
      refine h1.trans (h2.trans (le_of_eq ?_))
      ring
  induction n with
  | zero => simp
  | succ n ih =>
    rw [walk_succ, Finset.sum_range_succ, add_mul]
    have := hk n
    push_cast
    linarith
```

## (g) No step goes up

Let $f$ be harmonic with $|f|\le B$. Show that $f(x+e_i)\le f(x)$.

**Solution.** Suppose instead that $g(x)>0$, with $g$ as in (f). Since $g\le2B$, it has a supremum $M\ge g(x)>0$, which need not be attained. Choose $n$ with $nM>2B+1$, and only then a site $y$ with $M-g(y)<1/(S_n+1)$. By (f),
$$f(y+ne_i)-f(y)\ge nM-\frac{S_n}{S_n+1}\ge nM-1>2B.$$
But two values in $[-B,B]$ differ by at most $2B$, a contradiction. The Lean proof makes the same choices in the same order, with $S_n$ abbreviated to `C`.

```lean
private lemma step_le {f : (Fin d → ℤ) → ℝ} (hf : ∀ x, lap f x = 0) {B : ℝ}
    (hB : ∀ x, |f x| ≤ B) (x : Fin d → ℤ) (i : Fin d) : f (x + e i) ≤ f x := by
  by_contra hx
  have hx' := not_le.mp hx
  have hb : BddAbove (Set.range fun y => f (y + e i) - f y) := ⟨2 * B, by
    rintro _ ⟨y, rfl⟩
    show f (y + e i) - f y ≤ 2 * B
    linarith [(abs_le.mp (hB (y + e i))).2, (abs_le.mp (hB y)).1]⟩
  obtain ⟨M, hM, hsup⟩ : ∃ M : ℝ, (∀ y, f (y + e i) - f y ≤ M) ∧
      ∀ δ > 0, ∃ y, M - δ < f (y + e i) - f y :=
    ⟨⨆ y, (f (y + e i) - f y), fun y => le_ciSup hb y,
      fun δ hδ => exists_lt_of_lt_ciSup (sub_lt_self _ hδ)⟩
  have hMpos : 0 < M := by linarith [hM x]
  -- a walk long enough to leave the allowed range of `f`
  obtain ⟨n, hn⟩ := exists_nat_gt ((2 * B + 1) / M)
  rw [div_lt_iff₀ hMpos] at hn
  have hC : 0 ≤ ∑ k ∈ range n, (2 * d : ℝ) ^ k :=
    Finset.sum_nonneg fun k _ => by positivity
  obtain ⟨y, hy⟩ := hsup (1 / ((∑ k ∈ range n, (2 * d : ℝ) ^ k) + 1)) (by positivity)
  have hw := walk_lower_bound hf i hM y n
  generalize (∑ k ∈ range n, (2 * d : ℝ) ^ k) = C at hC hy hw
  have h1 : C * (M - (f (y + e i) - f y)) ≤ C * (1 / (C + 1)) :=
    mul_le_mul_of_nonneg_left (by linarith) hC
  have h2 : C * (1 / (C + 1)) ≤ 1 := by
    rw [mul_one_div, div_le_one (by linarith)]
    linarith
  linarith [(abs_le.mp (hB (y + (n : ℤ) • e i))).2, (abs_le.mp (hB y)).1]
```

## (h) From unit steps to all sites

If $f(x+e_i)=f(x)$ for all $x$ and $i$, show that $f(x)=f(0)$.

**Solution.** Induction gives $f(y+ke_i)=f(y)$ for $k\ge0$ (`hnat`). For a backward walk, start at $y-ke_i$ and go forward to $y$ (`hint`). Finally, build $x=\sum_i x_ie_i$ from the origin one axis at a time (`hsum`).

```lean
private lemma eq_of_steps {f : (Fin d → ℤ) → ℝ} (h : ∀ x i, f (x + e i) = f x)
    (x : Fin d → ℤ) : f x = f 0 := by
  have hnat : ∀ (i : Fin d) (k : ℕ) (y : Fin d → ℤ), f (y + (k : ℤ) • e i) = f y := by
    intro i k y
    induction k with
    | zero => simp
    | succ k ih => rw [walk_succ, h, ih]
  have hint : ∀ (i : Fin d) (n : ℤ) (y : Fin d → ℤ), f (y + n • e i) = f y := by
    intro i n y
    obtain ⟨k, rfl | rfl⟩ := n.eq_nat_or_neg
    · exact hnat i k y
    · have h1 := hnat i k (y + (-(k : ℤ)) • e i)
      have h2 : y + (-(k : ℤ)) • e i + (k : ℤ) • e i = y := by
        ext j
        simp only [Pi.add_apply, Pi.smul_apply, smul_eq_mul]
        ring
      rw [h2] at h1
      exact h1.symm
  -- reach `x` from the origin one axis at a time
  have hsum : ∀ s : Finset (Fin d), f (∑ i ∈ s, x i • e i) = f 0 := by
    intro s
    induction s using Finset.induction_on with
    | empty => simp
    | insert a s ha ih => rw [Finset.sum_insert ha, add_comm, hint, ih]
  have hx : ∑ i, x i • e i = x := by
    ext j
    simp [e, Finset.sum_apply, Pi.single_apply]
  rw [← hsum Finset.univ, hx]
```

## (i) The Liouville theorem

Let $f$ be harmonic with $|f|\le B$. Show that $f(x)=f(y)$ for all sites $x,y$.

**Solution.** Part (g) gives $f(x+e_i)\le f(x)$. Since $L(-f)=-Lf=0$ and $|-f|\le B$, it also gives $-f(x+e_i)\le-f(x)$. Hence $f(x+e_i)=f(x)$, and by (h) both values equal $f(0)$. In the statement, `hf` is zero charge at every site and `hB` is one bound valid everywhere.

```lean
/-- **Discrete Liouville theorem.** A bounded potential on `ℤ^d` whose lattice Laplacian vanishes
at every site is constant. -/
theorem liouville {f : (Fin d → ℤ) → ℝ} (hf : ∀ x, lap f x = 0) {B : ℝ}
    (hB : ∀ x, |f x| ≤ B) (x y : Fin d → ℤ) : f x = f y := by
  have hneg : ∀ x, lap (fun y => -f y) x = 0 := fun x => by
    have h1 : lap (fun y => -f y) x = -lap f x := by
      unfold lap
      rw [← Finset.sum_neg_distrib]
      exact Finset.sum_congr rfl fun j _ => by ring
    rw [h1, hf, neg_zero]
  -- no step raises `f`, and no step raises `-f`
  have hstep : ∀ x i, f (x + e i) = f x := fun x i =>
    le_antisymm (step_le hf hB x i)
      (neg_le_neg_iff.mp (step_le hneg (B := B) (fun z => by rw [abs_neg]; exact hB z) x i))
  rw [eq_of_steps hstep x, eq_of_steps hstep y]
```

## (j) Two potentials for the same charges

Let $Lf=Lg$ everywhere, $|f|\le A$ and $|g|\le B$. Show that $f(x)=g(x)+c$ for some constant $c$.

**Solution.** By (b), $f-g$ is harmonic, and $|f-g|\le A+B$. By (i), $f(x)-g(x)=f(0)-g(0)$; call this $c$.

For a Hartree potential defined by this nearest-neighbour Laplacian on an infinite lattice, two bounded solutions for the same charge density can therefore differ only in the zero of potential. Existence of a bounded solution is not claimed.

```lean
/-- Two bounded lattice potentials with the same Laplacian at every site differ by a constant. -/
theorem poisson_unique {f g : (Fin d → ℤ) → ℝ} (hfg : ∀ x, lap f x = lap g x) {A B : ℝ}
    (hA : ∀ x, |f x| ≤ A) (hB : ∀ x, |g x| ≤ B) : ∃ c, ∀ x, f x = g x + c := by
  refine ⟨f 0 - g 0, fun x => ?_⟩
  have h := liouville (f := fun y => f y - g y) (B := A + B)
    (fun y => by rw [lap_sub, hfg, sub_self])
    (fun y => abs_le.mpr
      ⟨by linarith [(abs_le.mp (hA y)).1, (abs_le.mp (hB y)).2],
        by linarith [(abs_le.mp (hA y)).2, (abs_le.mp (hB y)).1]⟩) x 0
  linarith
```

## (k) A linear potential after one step

For real coefficients $a_j$, show that
$$\sum_j a_j(x+e_i)_j=\sum_j a_jx_j+a_i.$$

**Solution.** Only component $i$ changes, and it increases by 1.

```lean
private lemma linear_step (a : Fin d → ℝ) (x : Fin d → ℤ) (i : Fin d) :
    ∑ j, a j * ((x + e i) j : ℝ) = ∑ j, a j * (x j : ℝ) + a i := by
  simp [e, Pi.single_apply, mul_add, Finset.sum_add_distrib]
```

## (l) Affine potentials

Show that $f(y)=c+\sum_ja_jy_j$ satisfies $Lf(x)=0$.

**Solution.** By (k) at $x$ and at $x-e_i$, the forward step changes $f$ by $a_i$ and the backward step by $-a_i$. Each second difference is $a_i-a_i=0$.

For $d\ge1$, $f(x)=x_0$ is thus harmonic and not constant, although its steps are bounded. Bounded steps therefore cannot replace bounded values in (i).

```lean
/-- Every affine potential on the lattice has zero Laplacian. -/
theorem lap_affine (c : ℝ) (a : Fin d → ℝ) (x : Fin d → ℤ) :
    lap (fun y => c + ∑ j, a j * (y j : ℝ)) x = 0 := by
  unfold lap
  refine Finset.sum_eq_zero fun i _ => ?_
  have h1 := linear_step a x i
  have h2 := linear_step a (x - e i) i
  rw [sub_add_cancel] at h2
  linarith
```

## (m) Bounded field

Let $f$ be harmonic with $|f(x+e_i)-f(x)|\le B$ for all $x$ and $i$. Show that there are real $a_j$ with
$$f(x)=f(0)+\sum_ja_jx_j.$$

**Solution.** For each $i$, the difference $f(y+e_i)-f(y)$ is harmonic and bounded, so by (i) it is a constant, $a_i=f(e_i)-f(0)$. Put $u(y)=f(y)-\sum_ja_jy_j$. By (k), $u(y+e_i)-u(y)=a_i-a_i=0$, so (h) gives $u(x)=u(0)=f(0)$. This is a uniform field with components $-a_i$ per lattice spacing.

For $d=2$, $x_0^2-x_1^2$ has $L=2-2=0$ but is not affine, so harmonicity alone does not suffice.

```lean
/-- A potential with zero lattice Laplacian at every site and bounded nearest-neighbour
differences is affine. -/
theorem affine_of_bounded_field {f : (Fin d → ℤ) → ℝ} (hf : ∀ x, lap f x = 0) {B : ℝ}
    (hB : ∀ x i, |f (x + e i) - f x| ≤ B) :
    ∃ a : Fin d → ℝ, ∀ x, f x = f 0 + ∑ j, a j * (x j : ℝ) := by
  refine ⟨fun i => f (0 + e i) - f 0, fun x => ?_⟩
  -- each difference is bounded and harmonic, hence constant
  have hg : ∀ y i, f (y + e i) - f y = f (0 + e i) - f 0 := fun y i =>
    liouville (f := fun z => f (z + e i) - f z)
      (fun z => by rw [lap_sub (fun z => f (z + e i)) f, lap_translate, hf, hf, sub_zero])
      (fun z => hB z i) y 0
  have h := eq_of_steps
    (f := fun y => f y - ∑ j, (f (0 + e j) - f 0) * (y j : ℝ))
    (fun y i => by
      have h1 := linear_step (fun j => f (0 + e j) - f 0) y i
      have h2 := hg y i
      linarith) x
  simp only [Pi.zero_apply, Int.cast_zero, mul_zero, Finset.sum_const_zero, sub_zero] at h
  linarith

end DiscreteLiouville
```

```lean
#print axioms DiscreteLiouville.lap_eq_zero_iff_average
#print axioms DiscreteLiouville.poisson_unique
#print axioms DiscreteLiouville.lap_affine
#print axioms DiscreteLiouville.affine_of_bounded_field
```

```
'DiscreteLiouville.lap_eq_zero_iff_average' depends on axioms: [propext, Classical.choice, Quot.sound]
'DiscreteLiouville.poisson_unique' depends on axioms: [propext, Classical.choice, Quot.sound]
'DiscreteLiouville.lap_affine' depends on axioms: [propext, Classical.choice, Quot.sound]
'DiscreteLiouville.affine_of_bounded_field' depends on axioms: [propext, Classical.choice, Quot.sound]
```
